# Transformation of the linear-response Hubbard matrix under linear recombination of the occupations

In a finite quadratic model with positive definite Hessians, whose occupation changes are read off linearly by a matrix \(M\) with linearly independent rows, the linear-response Hubbard matrix \(U\) becomes \((T^{-1})^{\mathsf T}\,U\,T^{-1}\) when \(M\) is replaced by \(TM\) with \(T\) invertible. Multiplying \(M\) by a number \(s\neq 0\) turns \(U\) into \(U/s^2\).

## Physical setting

Let \(x\) be a real vector indexed by a finite set \(n\), the displacement of the density variables from the unperturbed minimum, and let \(A\) be the symmetric positive definite Hessian of the energy. A finite set \(m\) labels the projectors. Each projector is a row of the real \(m\times n\) matrix \(M\), and \(q=Mx\) lists the occupation changes. A vector \(\alpha\) of potential shifts, one per projector, couples to \(q\):
\[
E(x)=\tfrac12\,x^{\mathsf T}Ax+\alpha^{\mathsf T}Mx .
\]
Define the relaxed state and the response matrix by
\[
x^*=-A^{-1}M^{\mathsf T}\alpha,\qquad \chi=-MA^{-1}M^{\mathsf T}.
\]
A second positive definite Hessian \(A_0\), standing for the bare system, gives \(\chi_0=-MA_0^{-1}M^{\mathsf T}\), and \(U=\chi_0^{-1}-\chi^{-1}\). Write \(\chi(M)\), \(\chi_0(M)\), \(U(M)\) to show the projectors. Linear-response DFT+U takes its parameter from this difference of inverse responses, and in this finite, exactly quadratic model a value of \(U\) refers to one particular normalisation and combination of the occupation functionals.

## Statement

1. For positive definite \(A\) and any \(M\), \(E(x)=E(x^*)+\tfrac12(x-x^*)^{\mathsf T}A(x-x^*)\); \(x\) minimises \(E\) exactly when \(x=x^*\); a minimiser has \(Mx=\chi\alpha\).
2. If also the rows of \(M\) are linearly independent, \(-\chi\) is positive definite and \(\chi\) is invertible.
3. For any \(T\) with columns indexed by \(m\), square or not, \(\chi(TM)=T\chi(M)T^{\mathsf T}\).
4. For positive definite \(A_0,A\), independent rows and invertible \(T\), both \(\chi_0(TM)\) and \(\chi(TM)\) are invertible and \(U(TM)=(T^{-1})^{\mathsf T}U(M)T^{-1}\).
5. With the same \(A_0,A,M\) and \(s\neq0\), both responses for \(sM\) are invertible and \(U(sM)=U(M)/s^2\).
6. Under the hypotheses of item 4, \((TMx)^{\mathsf T}U(TM)(TMx)=(Mx)^{\mathsf T}U(M)(Mx)\) for every \(x\).
7. With two variables, \(A_0=\mathrm{diag}(2,2)\) and \(A=\mathrm{diag}(4,4)\), the row \((1\;1)\) gives \(U=1\) and the row \((2\;2)\) gives \(U=1/4\).

## Derivation

Put \(y=x^*\), so that \(Ay=-M^{\mathsf T}\alpha\). For any vector \(z\), \(\alpha^{\mathsf T}Mz=z^{\mathsf T}M^{\mathsf T}\alpha=-z^{\mathsf T}Ay\). Hence
\[
E(x)=\tfrac12x^{\mathsf T}Ax-x^{\mathsf T}Ay,\qquad E(y)=-\tfrac12y^{\mathsf T}Ay .
\]
Symmetry of \(A\) gives \(y^{\mathsf T}Ax=x^{\mathsf T}Ay\), so
\[
\tfrac12(x-y)^{\mathsf T}A(x-y)=\tfrac12x^{\mathsf T}Ax-x^{\mathsf T}Ay+\tfrac12y^{\mathsf T}Ay=E(x)-E(y).
\]
The left side is positive for \(x\neq y\) and zero for \(x=y\), so \(y\) is the unique minimiser, and \(My=-MA^{-1}M^{\mathsf T}\alpha=\chi\alpha\).

For item 2, \(A^{-1}\) is symmetric, and a vector \(w\neq0\) can be written \(w=Au\) with \(u\neq0\), so \(w^{\mathsf T}A^{-1}w=u^{\mathsf T}Au>0\). For \(v\neq0\) indexed by \(m\), \(M^{\mathsf T}v\) is a nontrivial combination of the rows and does not vanish. Therefore \(v^{\mathsf T}(-\chi)v=(M^{\mathsf T}v)^{\mathsf T}A^{-1}(M^{\mathsf T}v)>0\). The symmetric matrix \(-\chi\) is thus positive definite with positive determinant, and \(\det\chi=(-1)^{|m|}\det(-\chi)\neq0\), where \(|m|\) is the number of projectors.

Item 3 follows from \((TM)^{\mathsf T}=M^{\mathsf T}T^{\mathsf T}\):
\[
\chi(TM)=-TMA^{-1}M^{\mathsf T}T^{\mathsf T}=T\chi T^{\mathsf T}.
\]
For invertible \(T\), \(\det(T\chi T^{\mathsf T})=(\det T)^2\det\chi\neq0\), and \((T\chi T^{\mathsf T})^{-1}=(T^{-1})^{\mathsf T}\chi^{-1}T^{-1}\). The same holds for \(\chi_0\), and subtracting gives
\[
U(TM)=(T^{-1})^{\mathsf T}\left(\chi_0^{-1}-\chi^{-1}\right)T^{-1}.
\]
With \(T=s\mathbb 1\), where \(\mathbb 1\) is the identity matrix, \(T^{-1}=s^{-1}\mathbb 1\) and the two factors give \(s^{-2}\). With \(q=Mx\) the new occupations are \(Tq\), and
\[
(Tq)^{\mathsf T}(T^{-1})^{\mathsf T}U\,T^{-1}(Tq)=(T^{-1}Tq)^{\mathsf T}U\,(T^{-1}Tq)=q^{\mathsf T}Uq .
\]

For the example take the Hessian \(\mathrm{diag}(a,a)\) and the row \((c\;c)\) with \(a,c\neq0\). The response is \(-2c^2/a\), with inverse \(-a/(2c^2)\), so \(U=(4-2)/(2c^2)=1/c^2\). This is \(1\) for \(c=1\) and \(1/4\) for \(c=2\). Neither row has unit length; for the normalised row, \(c=1/\sqrt2\), the same formula gives \(U=2\).

## What the formal version assumes

The index sets are the finite types `m` and `n`, vectors are functions such as `n → ℝ`, `A *ᵥ x` is \(Ax\) and `⬝ᵥ` is the Euclidean dot product. The definitions `energy`, `relaxed`, `response` and `hubbardU` are \(E\), \(x^*\), \(\chi\) and \(U\); `hubbardU A₀ A M` takes the bare Hessian first. The coupling enters with a plus sign, so a positive shift raises the energy of an occupation, and for positive definite \(A\) and linearly independent rows of \(M\) the response \(\chi\) is negative definite.

`A.PosDef` includes symmetry. `LinearIndependent ℝ M.row` is full row rank, and `IsUnit T.det` says \(\det T\neq0\). Minimisation is global and unconstrained: `∀ z, energy A M α x ≤ energy A M α z`. No particle-number constraint is imposed on \(x\).

The quadratic form of the energy and the positivity of both Hessians are assumed, not derived from a functional. No relation between \(A_0\) and \(A\) is required, and nothing is stated about the sign of \(U\). The rows of \(M\) are linear functionals of the density variables and not orbitals; since an occupation is quadratic in its projector orbital, \(s\) scales occupations and not orbital amplitudes. An invertible \(T\) preserves the row space of \(M\), so projector sets spanning a different space are not compared. Item 6 concerns the full-matrix form \(q^{\mathsf T}Uq\), which is not the DFT+U energy correction with its term linear in the occupations.

Mathlib sets the inverse of a singular matrix to zero, and with that convention the equation in item 4 holds for arbitrary matrices; the two invertibility claims in the conclusion use the hypotheses and make \(\chi_0(TM)^{-1}\) and \(\chi(TM)^{-1}\) true inverses.

In Lean 4 with Mathlib:

```lean
import Mathlib

open Matrix

namespace HubbardProjectors

noncomputable section

variable {m n : Type*} [Fintype m] [Fintype n] [DecidableEq n]

/-- Quadratic energy `xᵀAx/2` plus potential shifts `α` coupled to the occupations `Mx`. -/
def energy (A : Matrix n n ℝ) (M : Matrix m n ℝ) (α : m → ℝ) (x : n → ℝ) : ℝ :=
  x ⬝ᵥ A *ᵥ x / 2 + α ⬝ᵥ M *ᵥ x

/-- The relaxed state `x* = -A⁻¹Mᵀα`. -/
def relaxed (A : Matrix n n ℝ) (M : Matrix m n ℝ) (α : m → ℝ) : n → ℝ :=
  -(A⁻¹ *ᵥ (Mᵀ *ᵥ α))

/-- The occupation response matrix `χ = -MA⁻¹Mᵀ`. -/
def response {k : Type*} (A : Matrix n n ℝ) (M : Matrix k n ℝ) : Matrix k k ℝ :=
  -(M * A⁻¹ * Mᵀ)

/-- The linear-response Hubbard matrix `U = χ₀⁻¹ - χ⁻¹`, with `χ₀` built from `A₀`
and `χ` from `A`. -/
def hubbardU [DecidableEq m] (A₀ A : Matrix n n ℝ) (M : Matrix m n ℝ) : Matrix m m ℝ :=
  (response A₀ M)⁻¹ - (response A M)⁻¹

/-- Completing the square: the energy exceeds that of the relaxed state by
`(x - x*)ᵀA(x - x*)/2`. -/
theorem energy_complete_square {A : Matrix n n ℝ} (hA : A.PosDef) (M : Matrix m n ℝ)
    (α : m → ℝ) (x : n → ℝ) :
    energy A M α x = energy A M α (relaxed A M α)
      + (x - relaxed A M α) ⬝ᵥ A *ᵥ (x - relaxed A M α) / 2 := by
  have hdet : IsUnit A.det := hA.det_pos.ne'.isUnit
  have hT : Aᵀ = A := by
    rw [← conjTranspose_eq_transpose_of_trivial]
    exact hA.isHermitian.eq
  -- stationarity: A x* = -Mᵀα
  have hstat : A *ᵥ relaxed A M α = -(Mᵀ *ᵥ α) := by
    unfold relaxed
    rw [Matrix.mulVec_neg, Matrix.mulVec_mulVec, Matrix.mul_nonsing_inv A hdet,
      Matrix.one_mulVec]
  generalize relaxed A M α = y at hstat
  have hsym : y ⬝ᵥ A *ᵥ x = x ⬝ᵥ A *ᵥ y := by
    rw [Matrix.dotProduct_mulVec, ← Matrix.mulVec_transpose, hT, dotProduct_comm]
  have hcoup : ∀ z : n → ℝ, α ⬝ᵥ M *ᵥ z = -(z ⬝ᵥ A *ᵥ y) := by
    intro z
    rw [hstat, dotProduct_neg, neg_neg, Matrix.dotProduct_mulVec, ← Matrix.mulVec_transpose,
      dotProduct_comm]
  unfold energy
  rw [hcoup x, hcoup y, Matrix.mulVec_sub, sub_dotProduct, dotProduct_sub, dotProduct_sub, hsym]
  ring

/-- For positive definite `A`, a state minimises the energy exactly when it is the
relaxed state. -/
theorem isMinimiser_iff {A : Matrix n n ℝ} (hA : A.PosDef) (M : Matrix m n ℝ)
    (α : m → ℝ) (x : n → ℝ) :
    (∀ z, energy A M α x ≤ energy A M α z) ↔ x = relaxed A M α := by
  have hpos : ∀ v : n → ℝ, v ≠ 0 → 0 < v ⬝ᵥ A *ᵥ v := fun v hv => by
    have h := hA.dotProduct_mulVec_pos hv
    rwa [star_trivial] at h
  constructor
  · intro h
    by_contra hne
    have h1 := h (relaxed A M α)
    have h2 := energy_complete_square hA M α x
    have h3 := hpos _ (sub_ne_zero.mpr hne)
    linarith
  · intro hx z
    rw [hx]
    by_cases hz : z = relaxed A M α
    · exact le_of_eq (by rw [← hz])
    · have h2 := energy_complete_square hA M α z
      have h3 := hpos _ (sub_ne_zero.mpr hz)
      linarith

/-- The occupations of the energy minimiser respond linearly to the shifts: `Mx = χα`. -/
theorem occupations_of_minimiser {A : Matrix n n ℝ} (hA : A.PosDef) (M : Matrix m n ℝ)
    (α : m → ℝ) (x : n → ℝ) (hx : ∀ z, energy A M α x ≤ energy A M α z) :
    M *ᵥ x = response A M *ᵥ α := by
  rw [(isMinimiser_iff hA M α x).mp hx]
  unfold relaxed response
  rw [Matrix.mulVec_neg, Matrix.neg_mulVec, Matrix.mulVec_mulVec, Matrix.mulVec_mulVec]

/-- For positive definite `A` and linearly independent projector rows, `χ` is negative
definite and invertible. -/
theorem response_negDef [DecidableEq m] {A : Matrix n n ℝ} (hA : A.PosDef) {M : Matrix m n ℝ}
    (hM : LinearIndependent ℝ M.row) :
    (-response A M).PosDef ∧ IsUnit (response A M).det := by
  have hinj : Function.Injective M.vecMul := Matrix.vecMul_injective_iff.mpr hM
  have hP : (M * A⁻¹ * Mᵀ).PosDef := by
    have h := hA.inv.mul_mul_conjTranspose_same hinj
    rwa [conjTranspose_eq_transpose_of_trivial] at h
  unfold response
  refine ⟨by rwa [neg_neg], ?_⟩
  rw [Matrix.det_neg]
  exact (mul_ne_zero (pow_ne_zero _ (by norm_num)) hP.det_pos.ne').isUnit

/-- Recombining the projectors, `M → TM`, transforms the response by congruence:
`χ → TχTᵀ`. -/
theorem response_mul {k : Type*} (A : Matrix n n ℝ) (M : Matrix m n ℝ) (T : Matrix k m ℝ) :
    response A (T * M) = T * response A M * Tᵀ := by
  unfold response
  simp only [Matrix.transpose_mul, Matrix.mul_neg, Matrix.neg_mul, Matrix.mul_assoc]

variable [DecidableEq m]

/-- Under an invertible change of projectors `M → TM` both responses remain invertible
and the Hubbard matrix becomes `T⁻ᵀ U T⁻¹`. -/
theorem hubbardU_change_projectors {A₀ A : Matrix n n ℝ} (h₀ : A₀.PosDef) (hA : A.PosDef)
    {M : Matrix m n ℝ} (hM : LinearIndependent ℝ M.row) {T : Matrix m m ℝ}
    (hT : IsUnit T.det) :
    IsUnit (response A₀ (T * M)).det ∧ IsUnit (response A (T * M)).det ∧
      hubbardU A₀ A (T * M) = (T⁻¹)ᵀ * hubbardU A₀ A M * T⁻¹ := by
  have hunit : ∀ B : Matrix n n ℝ, B.PosDef → IsUnit (response B (T * M)).det := by
    intro B hB
    rw [response_mul, Matrix.det_mul, Matrix.det_mul, Matrix.det_transpose]
    exact (hT.mul (response_negDef hB hM).2).mul hT
  refine ⟨hunit A₀ h₀, hunit A hA, ?_⟩
  -- invert the congruence factor by factor
  unfold hubbardU
  rw [response_mul, response_mul]
  simp only [Matrix.mul_inv_rev, Matrix.transpose_nonsing_inv, Matrix.mul_sub, Matrix.sub_mul,
    Matrix.mul_assoc]

/-- Rescaling all projectors by `s ≠ 0` keeps both responses invertible and divides the
Hubbard matrix by `s²`. -/
theorem hubbardU_rescale {A₀ A : Matrix n n ℝ} (h₀ : A₀.PosDef) (hA : A.PosDef)
    {M : Matrix m n ℝ} (hM : LinearIndependent ℝ M.row) {s : ℝ} (hs : s ≠ 0) :
    IsUnit (response A₀ (s • M)).det ∧ IsUnit (response A (s • M)).det ∧
      hubbardU A₀ A (s • M) = (1 / s ^ 2) • hubbardU A₀ A M := by
  have hdet : IsUnit (s • (1 : Matrix m m ℝ)).det := by
    rw [Matrix.det_smul, Matrix.det_one, mul_one]
    exact (pow_ne_zero _ hs).isUnit
  have hinv : (s • (1 : Matrix m m ℝ))⁻¹ = s⁻¹ • (1 : Matrix m m ℝ) := by
    apply Matrix.inv_eq_right_inv
    rw [Matrix.smul_mul, Matrix.mul_smul, Matrix.one_mul, smul_smul, mul_inv_cancel₀ hs,
      one_smul]
  have h := hubbardU_change_projectors h₀ hA hM hdet
  rw [Matrix.smul_mul, Matrix.one_mul, hinv] at h
  refine ⟨h.1, h.2.1, ?_⟩
  rw [h.2.2, Matrix.transpose_smul, Matrix.transpose_one, Matrix.smul_mul, Matrix.one_mul,
    Matrix.mul_smul, Matrix.mul_one, smul_smul, one_div, pow_two, mul_inv]

/-- The quadratic form of `U` in the occupations `Mx` of a state `x` is unchanged by an
invertible change of projectors. -/
theorem hubbard_form_invariant {A₀ A : Matrix n n ℝ} (h₀ : A₀.PosDef) (hA : A.PosDef)
    {M : Matrix m n ℝ} (hM : LinearIndependent ℝ M.row) {T : Matrix m m ℝ}
    (hT : IsUnit T.det) (x : n → ℝ) :
    ((T * M) *ᵥ x) ⬝ᵥ hubbardU A₀ A (T * M) *ᵥ ((T * M) *ᵥ x)
      = (M *ᵥ x) ⬝ᵥ hubbardU A₀ A M *ᵥ (M *ᵥ x) := by
  rw [(hubbardU_change_projectors h₀ hA hM hT).2.2, ← Matrix.mulVec_mulVec x T M]
  generalize M *ᵥ x = v
  generalize hubbardU A₀ A M = U
  have hv : T⁻¹ *ᵥ (T *ᵥ v) = v := by
    rw [Matrix.mulVec_mulVec, Matrix.nonsing_inv_mul T hT, Matrix.one_mulVec]
  rw [← Matrix.mulVec_mulVec, hv, ← Matrix.mulVec_mulVec, Matrix.dotProduct_mulVec,
    Matrix.vecMul_transpose, hv]

/-- Two variables with `A₀ = diag(2,2)`, `A = diag(4,4)`: the projector `(1 1)` gives
`U = 1` and the doubled projector `(2 2)` gives `U = 1/4`. -/
theorem hubbardU_witness :
    hubbardU (!![2, 0; 0, 2] : Matrix (Fin 2) (Fin 2) ℝ) !![4, 0; 0, 4] !![1, 1] = !![1] ∧
    hubbardU (!![2, 0; 0, 2] : Matrix (Fin 2) (Fin 2) ℝ) !![4, 0; 0, 4] !![2, 2]
      = !![1 / 4] := by
  have hinv : ∀ a : ℝ, a ≠ 0 → (!![a, 0; 0, a])⁻¹ = !![a⁻¹, 0; 0, a⁻¹] := by
    intro a ha
    apply Matrix.inv_eq_right_inv
    ext i j
    fin_cases i <;> fin_cases j <;> simp [Matrix.mul_apply, Fin.sum_univ_succ, ha]
  have hres : ∀ a c : ℝ, a ≠ 0 → c ≠ 0 →
      (response !![a, 0; 0, a] !![c, c])⁻¹ = !![-(a / (2 * c ^ 2))] := by
    intro a c ha hc
    apply Matrix.inv_eq_right_inv
    unfold response
    rw [hinv a ha]
    ext i j
    fin_cases i; fin_cases j
    simp [Matrix.mul_apply, Fin.sum_univ_succ, Matrix.vecMul, dotProduct]
    field_simp
    ring
  unfold hubbardU
  constructor
  · rw [hres 2 1 (by norm_num) (by norm_num), hres 4 1 (by norm_num) (by norm_num)]
    ext i j
    fin_cases i; fin_cases j
    norm_num
  · rw [hres 2 2 (by norm_num) (by norm_num), hres 4 2 (by norm_num) (by norm_num)]
    ext i j
    fin_cases i; fin_cases j
    norm_num

end

end HubbardProjectors
```

```lean
#print axioms HubbardProjectors.occupations_of_minimiser
-- 'HubbardProjectors.occupations_of_minimiser' depends on axioms: [propext, Classical.choice, Quot.sound]
#print axioms HubbardProjectors.hubbardU_change_projectors
-- 'HubbardProjectors.hubbardU_change_projectors' depends on axioms: [propext, Classical.choice, Quot.sound]
#print axioms HubbardProjectors.hubbardU_rescale
-- 'HubbardProjectors.hubbardU_rescale' depends on axioms: [propext, Classical.choice, Quot.sound]
#print axioms HubbardProjectors.hubbard_form_invariant
-- 'HubbardProjectors.hubbard_form_invariant' depends on axioms: [propext, Classical.choice, Quot.sound]
```

## Notes on the proof

`energy_complete_square` follows the first paragraph of the derivation. `hstat` is \(Ax^*=-M^{\mathsf T}\alpha\); `generalize` then replaces \(x^*\) by a vector `y` known only through that equation. `hsym` is \(y^{\mathsf T}Ax=x^{\mathsf T}Ay\), `hcoup` is \(\alpha^{\mathsf T}Mz=-z^{\mathsf T}Ay\), and `ring` collects the terms after the square is expanded.

`isMinimiser_iff` uses `hpos`, positivity of \(v^{\mathsf T}Av\) for \(v\neq0\), in both directions. A minimiser different from \(x^*\) would satisfy \(E(x)\le E(x^*)\) and \(E(x)>E(x^*)\), which `linarith` refutes; conversely every \(z\neq x^*\) lies above \(E(x^*)\). `occupations_of_minimiser` substitutes \(x=x^*\) and regroups the product into \(\chi\alpha\).

In `response_negDef`, `hinj` turns row independence into injectivity of \(v\mapsto v^{\mathsf T}M\). `hA.inv.mul_mul_conjTranspose_same hinj` then gives positivity of \(MA^{-1}M^{\mathsf T}\), and `Matrix.det_neg` supplies the factor \((-1)^{|m|}\). `response_mul` is item 3 and has no hypothesis on \(A\), \(M\) or \(T\).

In `hubbardU_change_projectors`, `hunit` factorises \(\det(T\chi T^{\mathsf T})\) for an arbitrary positive definite Hessian and is applied to \(A_0\) and \(A\). `Matrix.mul_inv_rev` reverses the product under inversion, and `Matrix.transpose_nonsing_inv` exchanges transpose and inverse. `hubbardU_rescale` applies this theorem to \(T=s\mathbb 1\), with `hdet` for \(\det T=s^{|m|}\neq0\) and `hinv` for \(T^{-1}=s^{-1}\mathbb 1\). `hubbard_form_invariant` inserts the transformation law and uses `hv`, \(T^{-1}(Tv)=v\), once on each side of \(U\).

`hubbardU_witness` computes both values directly, without the rescaling theorem. `hres` establishes the inverse response \(-a/(2c^2)\) by multiplying it with the response, and `norm_num` evaluates the differences \(-1+2=1\) and \(-\tfrac14+\tfrac12=\tfrac14\).
